# A real symmetric 2 × 2 matrix equals $ab^{\mathsf T}+ba^{\mathsf T}$ with real $a,b$ exactly when its determinant is at most zero

A covalent pair is taken here to be any two-electron spatial function $f(x)g(y)+g(x)f(y)$ with real functions $f$ and $g$. These functions may lie outside the span of the orbitals in which the state was first written, so a negative answer also excludes pair orbitals from a larger basis. They may overlap, be proportional or vanish; no normalisation is imposed. The name refers to this algebraic form only. No localisation on atoms is required, so a doubly occupied orbital or an open-shell singlet of two delocalised orbitals also counts, and the criterion below is not a test of covalent against ionic character.

The given state uses two real orbitals $\varphi_0,\varphi_1$ and a real symmetric matrix $C$:

$$\Psi(x,y)=\sum_{i,j\in\{0,1\}} C_{ij}\,\varphi_i(x)\varphi_j(y).$$

Symmetry of $C$ makes $\Psi$ symmetric under exchange, as the spatial part of a singlet must be; the antisymmetric spin factor is left implicit. For a two-electron, two-orbital active space with linearly independent real orbitals and real coefficients, the sign of $\det C$ decides whether a configuration-interaction singlet can be rewritten as one covalent pair of real functions. No Hamiltonian enters, so the result does not say which state is lowest in energy.

In Lean, positions form an arbitrary type `X`, and an orbital is a function `X → ℝ`. There is no integral or inner product on these functions, and equality of two-electron functions means equality at every pair of positions. `twoElectron φ C` is $\Psi$, and `pairMatrix a b` is $ab^{\mathsf T}+ba^{\mathsf T}$ for coefficient vectors $a=(a_0,a_1)$ and $b=(b_0,b_1)$. The latter is defined over any field $K$, so that real and complex coefficients share one proof.

```lean
import Mathlib

open Matrix

namespace ValenceBondPair

noncomputable section

/-- Coefficient matrix `a bᵀ + b aᵀ` of the singlet pair `a(1)b(2) + b(1)a(2)`
in a basis of two orbitals. -/
def pairMatrix {K : Type*} [Field K] (a b : Fin 2 → K) : Matrix (Fin 2) (Fin 2) K :=
  vecMulVec a b + vecMulVec b a

/-- Two-electron spatial function with coefficient matrix `C` over the orbitals `φ 0`, `φ 1`. -/
def twoElectron {X : Type*} (φ : Fin 2 → X → ℝ) (C : Matrix (Fin 2) (Fin 2) ℝ)
    (x y : X) : ℝ :=
  ∑ i, ∑ j, C i j * φ i x * φ j y
```

## (a) Entries of a pair matrix

**Task.** Write out the entries of $ab^{\mathsf T}+ba^{\mathsf T}$.

**Solution.** The outer product $ab^{\mathsf T}$ has entries $a_ib_j$. Adding the exchanged term gives $a_ib_j+b_ia_j$, which holds in Lean by definition.

```lean
/-- Entries of the coefficient matrix of a pair. -/
lemma pairMatrix_apply {K : Type*} [Field K] (a b : Fin 2 → K) (i j : Fin 2) :
    pairMatrix a b i j = a i * b j + b i * a j := rfl
```

## (b) Three numbers fix a symmetric matrix

**Task.** Show that a symmetric $C$ is a pair matrix once $C_{00}=2a_0b_0$, $C_{01}=a_0b_1+b_0a_1$ and $C_{11}=2a_1b_1$.

**Solution.** By (a), these are the diagonal entries and one off-diagonal entry of the pair matrix. The remaining entry agrees because $C_{10}=C_{01}$ and $a_1b_0+b_1a_0=a_0b_1+b_0a_1$. The proof compares the four entries in turn.

```lean
/-- A symmetric coefficient matrix is that of a pair once its three independent entries agree. -/
lemma eq_pairMatrix {K : Type*} [Field K] {C : Matrix (Fin 2) (Fin 2) K} {a b : Fin 2 → K}
    (h10 : C 1 0 = C 0 1) (h00 : C 0 0 = 2 * a 0 * b 0)
    (h01 : C 0 1 = a 0 * b 1 + b 0 * a 1) (h11 : C 1 1 = 2 * a 1 * b 1) :
    C = pairMatrix a b := by
  ext i j
  fin_cases i <;> fin_cases j
  · change C 0 0 = a 0 * b 0 + b 0 * a 0
    rw [h00]; ring
  · exact h01
  · change C 1 0 = a 1 * b 0 + b 1 * a 0
    rw [h10, h01]; ring
  · change C 1 1 = a 1 * b 1 + b 1 * a 1
    rw [h11]; ring
```

## (c) The determinant of a pair

**Task.** Compute $\det(ab^{\mathsf T}+ba^{\mathsf T})$.

**Solution.** From the entries,

$$4a_0b_0a_1b_1-(a_0b_1+b_0a_1)^2=-(a_0b_1-a_1b_0)^2.$$

Over the reals this is never positive. It vanishes exactly when $a$ and $b$ are linearly dependent. In Lean, `simp only` inserts the entries and `ring` checks the identity.

```lean
/-- The determinant of a pair matrix is minus the square of the determinant formed by the
two orbital vectors. -/
theorem det_pairMatrix {K : Type*} [Field K] (a b : Fin 2 → K) :
    (pairMatrix a b).det = -(a 0 * b 1 - a 1 * b 0) ^ 2 := by
  simp only [det_fin_two, pairMatrix_apply]
  ring
```

## (d) Factorising with a square root

**Task.** Let $C$ be symmetric over a field of characteristic zero, and suppose that $s^2=-\det C$ for some $s$ in the field. Find $a$ and $b$.

**Solution.** Write $p=C_{00}$, $q=C_{01}$, $r=C_{11}$, so that $s^2=q^2-pr$.

If $p=0$, take $a=(0,1)$ and $b=(q,r/2)$. The three numbers in (b) are then $0$, $q$ and $r$.

If $p\neq0$, take

$$a=(p,\;q+s),\qquad b=\left(\tfrac12,\;\frac{q-s}{2p}\right).$$

Then $2a_0b_0=p$, and

$$a_0b_1+b_0a_1=\frac{q-s}{2}+\frac{q+s}{2}=q,\qquad 2a_1b_1=\frac{q^2-s^2}{p}=r.$$

The proof splits on `C 0 0 = 0` and supplies these vectors. For the last entry it multiplies through by $p$, and `linear_combination hs` inserts the equation for $s^2$.

```lean
/-- Over a field of characteristic zero, a symmetric 2 by 2 coefficient matrix is that of a pair
whenever minus its determinant has a square root in the field of coefficients. -/
theorem exists_pair_of_sq {K : Type*} [Field K] [CharZero K]
    {C : Matrix (Fin 2) (Fin 2) K} (hC : C.IsSymm) {s : K} (hs : s ^ 2 = -C.det) :
    ∃ a b, C = pairMatrix a b := by
  have h10 : C 1 0 = C 0 1 := hC.apply 0 1
  rw [det_fin_two, h10] at hs
  by_cases hp : C 0 0 = 0
  · refine ⟨![0, 1], ![C 0 1, C 1 1 / 2], eq_pairMatrix h10 ?_ ?_ ?_⟩
    · change C 0 0 = 2 * 0 * C 0 1
      rw [hp]; ring
    · change C 0 1 = 0 * (C 1 1 / 2) + C 0 1 * 1
      ring
    · change C 1 1 = 2 * 1 * (C 1 1 / 2)
      ring
  · -- factorise the quadratic form by its two roots
    refine ⟨![C 0 0, C 0 1 + s], ![1 / 2, (C 0 1 - s) / (2 * C 0 0)],
      eq_pairMatrix h10 ?_ ?_ ?_⟩
    · change C 0 0 = 2 * C 0 0 * (1 / 2)
      ring
    · change C 0 1 = C 0 0 * ((C 0 1 - s) / (2 * C 0 0)) + 1 / 2 * (C 0 1 + s)
      field_simp
      ring
    · change C 1 1 = 2 * (C 0 1 + s) * ((C 0 1 - s) / (2 * C 0 0))
      apply mul_left_cancel₀ hp
      have e : C 0 0 * (2 * (C 0 1 + s) * ((C 0 1 - s) / (2 * C 0 0)))
          = (C 0 1 + s) * (C 0 1 - s) := by
        field_simp
      rw [e]
      linear_combination hs
```

## (e) The real criterion

**Task.** Show that a real symmetric $C$ is a pair matrix with real $a,b$ if and only if $\det C\le0$.

**Solution.** If $C$ is a pair matrix, (c) gives minus a real square. Conversely, if $\det C\le0$, then $s=\sqrt{-\det C}$ is real with $s^2=-\det C$, and (d) supplies $a$ and $b$. The two branches of the Lean proof are these two sentences.

```lean
/-- A real symmetric 2 by 2 matrix has the form `a bᵀ + b aᵀ` with real `a`, `b` if and only if
its determinant is not positive. -/
theorem real_pair_iff {C : Matrix (Fin 2) (Fin 2) ℝ} (hC : C.IsSymm) :
    (∃ a b, C = pairMatrix a b) ↔ C.det ≤ 0 := by
  constructor
  · rintro ⟨a, b, rfl⟩
    rw [det_pairMatrix]
    exact neg_nonpos.mpr (sq_nonneg _)
  · intro h
    exact exists_pair_of_sq hC (Real.sq_sqrt (neg_nonneg.mpr h))
```

## (f) Complex coefficients remove the condition

**Task.** Show that every complex symmetric $2\times2$ matrix is a pair matrix with complex $a,b$.

**Solution.** Every complex number has a square root, so (d) always applies. The transpose involves no complex conjugation. For example, $a=(1,i)$ and $b=(1,-i)$ give twice the identity matrix, whose determinant is positive. The obstruction in (e) therefore belongs to real orbitals. Lean obtains the root from the algebraic closedness of $\mathbb C$.

```lean
/-- With complex orbital coefficients every symmetric 2 by 2 matrix is that of a pair. -/
theorem complex_pair {C : Matrix (Fin 2) (Fin 2) ℂ} (hC : C.IsSymm) :
    ∃ a b, C = pairMatrix a b := by
  obtain ⟨s, hs⟩ := IsAlgClosed.exists_pow_nat_eq (-C.det) (n := 2) (by norm_num)
  exact exists_pair_of_sq hC hs
```

## (g) Two positions that separate the orbitals

**Task.** Let $\varphi_0,\varphi_1$ be linearly independent. Find positions $x,y$ with

$$D(x,y)=\varphi_0(x)\varphi_1(y)-\varphi_1(x)\varphi_0(y)\neq0.$$

**Solution.** Suppose that $D$ vanishes everywhere. For fixed $y$, this says that $\varphi_1(y)\,\varphi_0-\varphi_0(y)\,\varphi_1$ is the zero function. Independence forces both coefficients to vanish, so $\varphi_0(y)=0$. Since $y$ was arbitrary, $\varphi_0$ is the zero function, which contradicts independence. Lean uses the independence hypothesis twice: with coefficients `![φ 1 y, -φ 0 y]` for the first conclusion and `![1, 0]` for the contradiction.

```lean
/-- For two linearly independent orbitals there are two positions at which the determinant of
orbital values does not vanish. -/
lemma exists_points {X : Type*} {φ : Fin 2 → X → ℝ} (hφ : LinearIndependent ℝ φ) :
    ∃ x y, φ 0 x * φ 1 y - φ 1 x * φ 0 y ≠ 0 := by
  by_contra hne
  push Not at hne
  rw [Fintype.linearIndependent_iff] at hφ
  -- otherwise the values at any fixed `y` give a linear relation, so `φ 0` vanishes
  have h0 : ∀ y, φ 0 y = 0 := by
    intro y
    have h := hφ ![φ 1 y, -φ 0 y] (by
      rw [Fin.sum_univ_two]
      funext x
      change φ 1 y * φ 0 x + -φ 0 y * φ 1 x = 0
      linear_combination hne x y) 1
    change -φ 0 y = 0 at h
    linarith
  have h := hφ ![1, 0] (by
    rw [Fin.sum_univ_two]
    funext x
    change 1 * φ 0 x + 0 * φ 1 x = 0
    rw [h0 x]; ring) 0
  change (1 : ℝ) = 0 at h
  exact one_ne_zero h
```

## (h) Arbitrary pair functions obey the same criterion

**Task.** For linearly independent real orbitals and real symmetric $C$, show that $\Psi(x,y)=f(x)g(y)+g(x)f(y)$ for some real functions $f,g$ if and only if $\det C\le0$.

**Solution.** Suppose that $\Psi$ has this form, and choose $x,y$ as in (g). Expanding the orbital sum gives

$$\Psi(x,x)\Psi(y,y)-\Psi(x,y)\Psi(y,x)=\det C\;D(x,y)^2.$$

The pair form makes the left side equal to

$$4f(x)g(x)f(y)g(y)-\bigl(f(x)g(y)+g(x)f(y)\bigr)^2=-\bigl(f(x)g(y)-g(x)f(y)\bigr)^2\le0.$$

Since $D(x,y)^2>0$, it follows that $\det C\le0$. Nothing was assumed about the span in which $f$ and $g$ lie.

Conversely, if $\det C\le0$, take $a,b$ from (e) and set $f=a_0\varphi_0+a_1\varphi_1$ and $g=b_0\varphi_0+b_1\varphi_1$. Expanding the products returns $\Psi$.

In the code, `key` is the sampling identity, and `nlinarith` receives the final square to rule out a positive determinant.

```lean
/-- A real singlet function over two linearly independent orbitals is a covalent pair
`f(x)g(y) + g(x)f(y)` of real functions if and only if its coefficient matrix has
determinant at most zero. -/
theorem covalent_form_iff {X : Type*} {φ : Fin 2 → X → ℝ} (hφ : LinearIndependent ℝ φ)
    {C : Matrix (Fin 2) (Fin 2) ℝ} (hC : C.IsSymm) :
    (∃ f g : X → ℝ, ∀ x y, twoElectron φ C x y = f x * g y + g x * f y) ↔ C.det ≤ 0 := by
  constructor
  · rintro ⟨f, g, h⟩
    obtain ⟨x, y, hD⟩ := exists_points hφ
    -- sample the function at the two positions
    have key : C.det * (φ 0 x * φ 1 y - φ 1 x * φ 0 y) ^ 2
        = twoElectron φ C x x * twoElectron φ C y y
          - twoElectron φ C x y * twoElectron φ C y x := by
      simp only [twoElectron, Fin.sum_univ_two, det_fin_two]
      ring
    simp only [h] at key
    by_contra hdet
    have hD2 : 0 < (φ 0 x * φ 1 y - φ 1 x * φ 0 y) ^ 2 :=
      lt_of_le_of_ne (sq_nonneg _) (Ne.symm (pow_ne_zero 2 hD))
    have hpos := mul_pos (not_le.mp hdet) hD2
    rw [key] at hpos
    nlinarith [sq_nonneg (f x * g y - g x * f y)]
  · intro h
    obtain ⟨a, b, rfl⟩ := (real_pair_iff hC).2 h
    refine ⟨fun x => a 0 * φ 0 x + a 1 * φ 1 x, fun x => b 0 * φ 0 x + b 1 * φ 1 x, ?_⟩
    intro x y
    simp only [twoElectron, Fin.sum_univ_two, pairMatrix_apply]
    ring
```

## (i) Two closed-shell configurations

**Task.** Decide when $c\,\varphi_0(x)\varphi_0(y)+d\,\varphi_1(x)\varphi_1(y)$, with real $c,d$ and linearly independent real orbitals, is a covalent pair of real functions.

**Solution.** The coefficient matrix is $\mathrm{diag}(c,d)$, with determinant $cd$. By (h), the condition is $cd\le0$. Two nonzero coefficients of equal sign are excluded; opposite signs are allowed, as is a single configuration. The proof specialises (h) to the diagonal matrix and simplifies its determinant and orbital sum.

```lean
/-- For two linearly independent real orbitals, the closed-shell configurations with real
coefficients `c` and `d` combine to a real covalent pair if and only if `c * d ≤ 0`. -/
theorem closedShell_pair_iff {X : Type*} {φ : Fin 2 → X → ℝ} (hφ : LinearIndependent ℝ φ)
    (c d : ℝ) :
    (∃ f g : X → ℝ, ∀ x y,
      c * φ 0 x * φ 0 y + d * φ 1 x * φ 1 y = f x * g y + g x * f y) ↔ c * d ≤ 0 := by
  have hC : (!![c, 0; 0, d] : Matrix (Fin 2) (Fin 2) ℝ).IsSymm :=
    Matrix.IsSymm.ext (by intro i j; fin_cases i <;> fin_cases j <;> rfl)
  have key := covalent_form_iff hφ hC
  have hdet : (!![c, 0; 0, d] : Matrix (Fin 2) (Fin 2) ℝ).det = c * d := by
    simp [det_fin_two_of]
  have hΨ : ∀ x y, twoElectron φ !![c, 0; 0, d] x y
      = c * φ 0 x * φ 0 y + d * φ 1 x * φ 1 y := by
    intro x y
    simp [twoElectron, Fin.sum_univ_two]
  simp only [hΨ, hdet] at key
  exact key
```

## (j) Pair orbitals for opposite signs

**Task.** For $c,d\ge0$, compute the pair matrix of $u=(\sqrt c,\sqrt d)$ and $v=(\sqrt c,-\sqrt d)$, their dot product and their squared lengths.

**Solution.** The diagonal entries are $2c$ and $-2d$, and the off-diagonal entries cancel: $-\sqrt{cd}+\sqrt{cd}=0$. Moreover,

$$u\cdot v=c-d,\qquad u\cdot u=v\cdot v=c+d.$$

If the underlying orbitals are orthonormal and $c+d>0$, the normalised pair orbitals have overlap

$$S=\frac{c-d}{c+d}.$$

They are orthogonal for $c=d$ and coincide when $d=0$. Lean states the result for the unnormalised coefficient vectors, with `⬝ᵥ` as the dot product; reading these products as the overlap and squared norms of the pair orbitals uses the orthonormality of the basis. The steps reduce to $\sqrt c\sqrt c=c$ and $\sqrt d\sqrt d=d$, named `h1` and `h2`.

```lean
/-- For `c, d ≥ 0`, the orbital vectors `(√c, √d)` and `(√c, -√d)` form a pair with closed-shell
coefficients `2c` and `-2d`; their dot product is `c - d` and each has squared length `c + d`. -/
theorem explicit_pair {c d : ℝ} (hc : 0 ≤ c) (hd : 0 ≤ d) :
    pairMatrix ![√c, √d] ![√c, -√d] = !![2 * c, 0; 0, -(2 * d)] ∧
    ![√c, √d] ⬝ᵥ ![√c, -√d] = c - d ∧
    ![√c, √d] ⬝ᵥ ![√c, √d] = c + d ∧
    ![√c, -√d] ⬝ᵥ ![√c, -√d] = c + d := by
  have h1 : √c * √c = c := Real.mul_self_sqrt hc
  have h2 : √d * √d = d := Real.mul_self_sqrt hd
  refine ⟨(eq_pairMatrix rfl ?_ ?_ ?_).symm, ?_, ?_, ?_⟩
  · change 2 * c = 2 * √c * √c
    linear_combination -2 * h1
  · change 0 = √c * -√d + √c * √d
    ring
  · change -(2 * d) = 2 * √d * -√d
    linear_combination 2 * h2
  · rw [dotProduct, Fin.sum_univ_two]
    change √c * √c + √d * -√d = c - d
    linear_combination h1 - h2
  · rw [dotProduct, Fin.sum_univ_two]
    change √c * √c + √d * √d = c + d
    linear_combination h1 + h2
  · rw [dotProduct, Fin.sum_univ_two]
    change √c * √c + -√d * -√d = c + d
    linear_combination h1 + h2
```

## (k) The boundary: one doubly occupied orbital

**Task.** Show that a real symmetric $C$ has determinant zero if and only if $C=t\,aa^{\mathsf T}$ for a real number $t$ and a real vector $a$.

**Solution.** With $p,q,r$ as in (d), determinant zero means $pr=q^2$. If $p=0$, then $q=0$, and $t=r$, $a=(0,1)$ work. If $p\neq0$, take $t=1/p$ and $a=(p,q)$; the entries are $p$, $q$ and $q^2/p=r$. Conversely,

$$\det(t\,aa^{\mathsf T})=t^2(a_0^2a_1^2-a_0^2a_1^2)=0.$$

When the orbitals are linearly independent, a nonzero $C$ with determinant zero therefore describes one doubly occupied orbital up to a real factor. The zero matrix also satisfies both sides of the equivalence, but it describes no state. Lean follows the same case split and checks the entries separately.

```lean
/-- The determinant of a real symmetric coefficient matrix vanishes if and only if the matrix is a
real multiple of `a aᵀ` for some real vector `a`. -/
theorem det_zero_iff_closedShell {C : Matrix (Fin 2) (Fin 2) ℝ} (hC : C.IsSymm) :
    C.det = 0 ↔ ∃ (t : ℝ) (a : Fin 2 → ℝ), C = t • vecMulVec a a := by
  constructor
  · intro h
    have h10 : C 1 0 = C 0 1 := hC.apply 0 1
    rw [det_fin_two, h10] at h
    by_cases hp : C 0 0 = 0
    · have hq : C 0 1 = 0 := by
        apply mul_self_eq_zero.mp
        rw [hp] at h
        linarith
      refine ⟨C 1 1, ![0, 1], ?_⟩
      ext i j
      fin_cases i <;> fin_cases j
      · change C 0 0 = C 1 1 * (0 * 0)
        rw [hp]; ring
      · change C 0 1 = C 1 1 * (0 * 1)
        rw [hq]; ring
      · change C 1 0 = C 1 1 * (1 * 0)
        rw [h10, hq]; ring
      · change C 1 1 = C 1 1 * (1 * 1)
        ring
    · have hinv : (C 0 0)⁻¹ * C 0 0 = 1 := inv_mul_cancel₀ hp
      refine ⟨(C 0 0)⁻¹, ![C 0 0, C 0 1], ?_⟩
      ext i j
      fin_cases i <;> fin_cases j
      · change C 0 0 = (C 0 0)⁻¹ * (C 0 0 * C 0 0)
        rw [← mul_assoc, hinv, one_mul]
      · change C 0 1 = (C 0 0)⁻¹ * (C 0 0 * C 0 1)
        rw [← mul_assoc, hinv, one_mul]
      · change C 1 0 = (C 0 0)⁻¹ * (C 0 1 * C 0 0)
        rw [h10, mul_comm (C 0 1), ← mul_assoc, hinv, one_mul]
      · change C 1 1 = (C 0 0)⁻¹ * (C 0 1 * C 0 1)
        have hq : C 0 1 * C 0 1 = C 0 0 * C 1 1 := by linarith
        rw [hq, ← mul_assoc, hinv, one_mul]
  · rintro ⟨t, a, rfl⟩
    rw [det_fin_two]
    change t * (a 0 * a 0) * (t * (a 1 * a 1)) - t * (a 0 * a 1) * (t * (a 1 * a 0)) = 0
    ring

end

end ValenceBondPair
```

```lean
#print axioms ValenceBondPair.real_pair_iff
#print axioms ValenceBondPair.closedShell_pair_iff
#print axioms ValenceBondPair.explicit_pair
#print axioms ValenceBondPair.det_zero_iff_closedShell
```

```
'ValenceBondPair.real_pair_iff' depends on axioms: [propext, Classical.choice, Quot.sound]
'ValenceBondPair.closedShell_pair_iff' depends on axioms: [propext, Classical.choice, Quot.sound]
'ValenceBondPair.explicit_pair' depends on axioms: [propext, Classical.choice, Quot.sound]
'ValenceBondPair.det_zero_iff_closedShell' depends on axioms: [propext, Classical.choice, Quot.sound]
```
